# For bounded Hamiltonians, the first-order response state has an error at most quadratic in coupling strength and time

A system with Hamiltonian \(H\), started in a unit state, is driven by a perturbation \(s f(t)V\) with \(|f|\le F\). Let \(\psi\) be the exact state, \(\varphi\) the undriven state and \(s\,u\) the first-order correction. If \(H\) and \(V\) are bounded and symmetric, \(s\) and \(f\) are real and \(\hbar=1\), then for \(t\ge 0\)

\[
\|\psi(t)-\varphi(t)-s\,u(t)\|\le \tfrac12\,s^2F^2\|V\|^2t^2 .
\]

In a finite-basis real-time simulation with a prescribed field and a state-independent \(H\), this gives field strengths and times for which the first-order state is guaranteed to a chosen accuracy, time-step errors aside.

## The equations of motion

```lean
import Mathlib

open Complex

namespace LinearResponseValidity

noncomputable section

variable {E : Type*} [NormedAddCommGroup E] [InnerProductSpace ℂ E]
```

`E` is a complex inner product space of any dimension. As in physics, the inner product is conjugate-linear in its first argument. Hermitian matrices acting on \(\mathbb C^n\) are the finite-dimensional case.

```lean
/-- The Schrödinger equation with a source, `i x' = A(t) x + g(t)`. -/
def Driven (A : ℝ → E →L[ℂ] E) (g x : ℝ → E) : Prop :=
  ∀ t, HasDerivAt x ((-I) • (A t (x t) + g t)) t
```

`Driven A g x` is the statement \(i\,x'(t)=A(t)x(t)+g(t)\) at every real \(t\), with \(\hbar=1\). The type `E →L[ℂ] E` means a bounded linear operator, and `•` multiplies a vector or operator by a scalar. Molecular Hamiltonians and dipole operators are unbounded, so the step from a finite basis to the full problem remains to be justified separately.

```lean
/-- The perturbed Hamiltonian `H + s f(t) V`. -/
def perturbed (H V : E →L[ℂ] E) (f : ℝ → ℝ) (s t : ℝ) : E →L[ℂ] E :=
  H + ((s : ℂ) * (f t : ℂ)) • V
```

This is \(H+s f(t)V\). The notation `(s : ℂ)` regards a real number as complex.

```lean
/-- The exact state `ψ`, the free state `φ` and the first-order response `u`, with their
equations of motion; `ψ` and `φ` start from the same unit vector and `u` from zero. -/
structure IsResponse (H V : E →L[ℂ] E) (f : ℝ → ℝ) (s : ℝ) (ψ φ u : ℝ → E) : Prop where
  full : Driven (perturbed H V f s) (fun _ => 0) ψ
  free : Driven (fun _ => H) (fun _ => 0) φ
  linear : Driven (fun _ => H) (fun t => (f t : ℂ) • V (φ t)) u
  unit : ‖ψ 0‖ = 1
  free_zero : φ 0 = ψ 0
  linear_zero : u 0 = 0
```

`IsResponse` collects the assumptions on the three states:

\[
i\psi'=(H+sfV)\psi,\qquad i\varphi'=H\varphi,\qquad iu'=Hu+fV\varphi,
\]

with \(\psi(0)=\varphi(0)\) a unit vector and \(u(0)=0\). Here \(u\) is the coefficient of \(s\); many textbooks give the name "first-order correction" to the product \(s\,u\). The solutions are assumed to exist and to have a derivative at every time. This excludes a field that jumps at a time when \(V\varphi\ne0\), as a square pulse usually does.

## A symmetric generator cannot change the norm

```lean
/-- Under a symmetric generator the norm of a driven state grows by at most `β(t) - β(0)` from time
`0` to `t ≥ 0`, if `β` has derivative `β'` and the norm of the source is at most `β'` at nonnegative
times. -/
theorem norm_le_of_source {A : ℝ → E →L[ℂ] E} {g x : ℝ → E} {β β' : ℝ → ℝ}
    (hA : ∀ t, (A t : E →ₗ[ℂ] E).IsSymmetric) (hx : Driven A g x)
    (hβ : ∀ t, HasDerivAt β (β' t) t) (hg : ∀ t, 0 ≤ t → ‖g t‖ ≤ β' t)
    {t : ℝ} (ht : 0 ≤ t) : ‖x t‖ ≤ ‖x 0‖ + (β t - β 0) := by
  -- the generator drops out of the rate of change of the squared norm
  have hpow : ∀ r, (inner ℂ (x r) ((-I) • (A r (x r) + g r))).re ≤ ‖x r‖ * ‖g r‖ := by
    intro r
    have h1 : inner ℂ (A r (x r)) (x r) = inner ℂ (x r) (A r (x r)) := hA r (x r) (x r)
    have h2 : (inner ℂ (x r) (A r (x r))).im = 0 := by
      apply Complex.conj_eq_iff_im.mp
      exact (inner_conj_symm (𝕜 := ℂ) (A r (x r)) (x r)).trans h1
    have h3 : (inner ℂ (x r) ((-I) • (A r (x r) + g r))).re = (inner ℂ (x r) (g r)).im := by
      rw [inner_smul_right, inner_add_right]
      simp [h2]
    rw [h3]
    exact (le_abs_self _).trans ((Complex.abs_im_le_norm _).trans (norm_inner_le_norm _ _))
  have hd : ∀ r, HasDerivAt (fun q => ‖x q‖ ^ 2)
      (2 * (inner ℂ (x r) ((-I) • (A r (x r) + g r))).re) r := by
    intro r
    have h := Complex.reCLM.hasFDerivAt.comp_hasDerivAt r (HasDerivAt.inner ℂ (hx r) (hx r))
    have e : (fun q => ‖x q‖ ^ 2) = (Complex.reCLM ∘ fun q => inner ℂ (x q) (x q)) := by
      funext q
      exact (inner_self_eq_norm_sq (𝕜 := ℂ) (x q)).symm
    rw [e]
    refine h.congr_deriv ?_
    have hs : (inner ℂ ((-I) • (A r (x r) + g r)) (x r)).re
        = (inner ℂ (x r) ((-I) • (A r (x r) + g r))).re := inner_re_symm (𝕜 := ℂ) _ _
    rw [Complex.reCLM_apply, Complex.add_re, hs]
    ring
  -- smooth the norm by ε and compare it with β
  refine le_of_forall_pos_le_add fun ε hε => ?_
  have hG : ∀ r, HasDerivAt (fun q => β q - √(‖x q‖ ^ 2 + ε ^ 2))
      (β' r - 2 * (inner ℂ (x r) ((-I) • (A r (x r) + g r))).re
        / (2 * √(‖x r‖ ^ 2 + ε ^ 2))) r := fun r =>
    (hβ r).fun_sub (((hd r).add_const (ε ^ 2)).sqrt (by positivity))
  have hmono : MonotoneOn (fun q => β q - √(‖x q‖ ^ 2 + ε ^ 2)) (Set.Ici 0) := by
    refine monotoneOn_of_deriv_nonneg (convex_Ici 0)
      (fun r _ => (hG r).continuousAt.continuousWithinAt)
      (fun r _ => (hG r).differentiableAt.differentiableWithinAt) fun r hr => ?_
    have hr0 : 0 ≤ r := interior_subset hr
    have hS : 0 < √(‖x r‖ ^ 2 + ε ^ 2) := Real.sqrt_pos.mpr (by positivity)
    have hle : ‖x r‖ ≤ √(‖x r‖ ^ 2 + ε ^ 2) :=
      (le_abs_self _).trans (Real.abs_le_sqrt (by nlinarith [sq_nonneg ε]))
    rw [(hG r).deriv, sub_nonneg, div_le_iff₀ (by positivity)]
    have := mul_le_mul hle (hg r hr0) (norm_nonneg _) hS.le
    linarith [hpow r]
  have h0 := hmono (Set.mem_Ici.mpr le_rfl) (Set.mem_Ici.mpr ht) ht
  have h1 : ‖x t‖ ≤ √(‖x t‖ ^ 2 + ε ^ 2) :=
    (le_abs_self _).trans (Real.abs_le_sqrt (by nlinarith [sq_nonneg ε]))
  have h2 : √(‖x 0‖ ^ 2 + ε ^ 2) ≤ ‖x 0‖ + ε :=
    Real.sqrt_le_iff.mpr ⟨by positivity, by nlinarith [mul_nonneg (norm_nonneg (x 0)) hε.le]⟩
  simp only at h0
  linarith
```

In a theorem, the hypotheses stand before the first colon that is outside all brackets, and the conclusion after it. Here, if \(\|g\|\le\beta'\) at all nonnegative times, then \(\|x(t)\|\le\|x(0)\|+\beta(t)-\beta(0)\) for every \(t\ge0\).

Since \(\langle x,Ax\rangle\) is real,

\[
\frac{d}{dt}\|x\|^2=2\,\mathrm{Re}\langle x,-i(Ax+g)\rangle=2\,\mathrm{Im}\langle x,g\rangle\le 2\|x\|\|g\| .
\]

The norm may fail to be differentiable at zero, so take \(N_\varepsilon=\sqrt{\|x\|^2+\varepsilon^2}\) with \(\varepsilon>0\). Then \(N_\varepsilon'\le\|x\|\|g\|/N_\varepsilon\le\beta'\), so \(\beta-N_\varepsilon\) is nondecreasing for \(t\ge0\). Hence

\[
\|x(t)\|\le N_\varepsilon(t)\le\|x(0)\|+\varepsilon+\beta(t)-\beta(0),
\]

and \(\varepsilon\) is arbitrary. In Lean, `hd` and `hpow` give the derivative and its bound, and `hmono` the monotonicity.

```lean
variable {H V : E →L[ℂ] E} {f : ℝ → ℝ} {s F : ℝ} {ψ φ u : ℝ → E}

/-- If `H` and `V` are symmetric, so is `H + s f(t) V`. -/
theorem perturbed_symmetric (hH : (H : E →ₗ[ℂ] E).IsSymmetric)
    (hV : (V : E →ₗ[ℂ] E).IsSymmetric) (f : ℝ → ℝ) (s t : ℝ) :
    (perturbed H V f s t : E →ₗ[ℂ] E).IsSymmetric := by
  intro v w
  have h1 : inner ℂ (H v) w = inner ℂ v (H w) := hH v w
  have h2 : inner ℂ (V v) w = inner ℂ v (V w) := hV v w
  change inner ℂ (H v + ((s : ℂ) * (f t : ℂ)) • V v) w
    = inner ℂ v (H w + ((s : ℂ) * (f t : ℂ)) • V w)
  rw [inner_add_left, inner_add_right, inner_smul_left, inner_smul_right, h1, h2]
  simp only [map_mul, Complex.conj_ofReal]
```

The driven Hamiltonian is symmetric because \(s f(t)\) is real.

```lean
/-- For a real number `a` with `|a| ≤ F`, the operator `s a V` multiplies the norm of a vector by at
most `|s| F ‖V‖`. -/
theorem coupling_le {a : ℝ} (ha : |a| ≤ F) (s : ℝ) (V : E →L[ℂ] E) (v : E) :
    ‖((s : ℂ) * (a : ℂ)) • V v‖ ≤ |s| * F * ‖V‖ * ‖v‖ := by
  have hF : 0 ≤ F := (abs_nonneg a).trans ha
  rw [norm_smul, norm_mul, Complex.norm_real, Complex.norm_real, Real.norm_eq_abs,
    Real.norm_eq_abs, mul_assoc (|s| * F)]
  exact mul_le_mul (mul_le_mul_of_nonneg_left ha (abs_nonneg s)) (V.le_opNorm v)
    (norm_nonneg _) (by positivity)
```

For a real number \(a\) with \(|a|\le F\), \(\|s\,a\,Vv\|\le|s|F\|V\|\|v\|\). For a Hermitian matrix, \(\|V\|\) is the largest modulus of an eigenvalue.

## Repeated use of the norm estimate gives the quadratic bound

```lean
/-- The remainder `ψ - φ - s u` evolves under `H` with source `s f V (ψ - φ)`. -/
theorem remainder_driven (h : IsResponse H V f s ψ φ u) :
    Driven (fun _ => H) (fun t => ((s : ℂ) * (f t : ℂ)) • V (ψ t - φ t))
      (fun t => ψ t - φ t - (s : ℂ) • u t) := by
  intro t
  have e : ∀ v, perturbed H V f s t v = H v + ((s : ℂ) * (f t : ℂ)) • V v := fun _ => rfl
  refine (HasDerivAt.fun_sub (HasDerivAt.fun_sub (h.full t) (h.free t))
    (HasDerivAt.const_smul (s : ℂ) (h.linear t))).congr_deriv ?_
  simp only [e, map_sub, map_smul]
  module
```

Put \(w=\psi-\varphi-su\). Subtracting the equations gives

\[
iw'=H\psi+sfV\psi-H\varphi-s(Hu+fV\varphi)=Hw+sfV(\psi-\varphi).
\]

The tactic `module` checks this vector algebra.

```lean
/-- Linear-response validity: for symmetric `H`, `V` and `|f| ≤ F` at nonnegative times, the
first-order state misses the exact one by at most `s² F² ‖V‖² t² / 2` at `t ≥ 0`.
The deviation `ψ - φ` itself is at most `|s| F ‖V‖ t`. -/
theorem linear_response_error (hH : (H : E →ₗ[ℂ] E).IsSymmetric)
    (hV : (V : E →ₗ[ℂ] E).IsSymmetric) (hf : ∀ t, 0 ≤ t → |f t| ≤ F)
    (h : IsResponse H V f s ψ φ u) {t : ℝ} (ht : 0 ≤ t) :
    ‖ψ t - φ t - (s : ℂ) • u t‖ ≤ s ^ 2 * F ^ 2 * ‖V‖ ^ 2 * t ^ 2 / 2 ∧
      ‖φ t‖ ≤ 1 ∧ ‖ψ t - φ t‖ ≤ |s| * F * ‖V‖ * t := by
  have hF : 0 ≤ F := (abs_nonneg _).trans (hf 0 le_rfl)
  have hφ : ∀ r, 0 ≤ r → ‖φ r‖ ≤ 1 := by
    intro r hr
    have := norm_le_of_source (β := fun _ => 0) (β' := fun _ => 0) (fun _ => hH) h.free
      (fun q => hasDerivAt_const q 0) (fun _ _ => by simp) hr
    simpa [h.free_zero, h.unit] using this
  -- the deviation is driven by the perturbation acting on the free state
  have hdev : Driven (perturbed H V f s) (fun q => ((s : ℂ) * (f q : ℂ)) • V (φ q))
      (fun q => ψ q - φ q) := by
    intro q
    have e : ∀ v, perturbed H V f s q v = H v + ((s : ℂ) * (f q : ℂ)) • V v := fun _ => rfl
    refine (HasDerivAt.fun_sub (h.full q) (h.free q)).congr_deriv ?_
    simp only [e, map_sub]
    module
  have hd : ∀ r, 0 ≤ r → ‖ψ r - φ r‖ ≤ |s| * F * ‖V‖ * r := by
    intro r hr
    have := norm_le_of_source (β := fun q => |s| * F * ‖V‖ * q)
      (β' := fun _ => |s| * F * ‖V‖) (perturbed_symmetric hH hV f s) hdev
      (fun q => ((hasDerivAt_id' q).const_mul _).congr_deriv (mul_one _))
      (fun q hq => (coupling_le (hf q hq) s V (φ q)).trans
        (mul_le_of_le_one_right (by positivity) (hφ q hq))) hr
    simp only [h.free_zero, sub_self, norm_zero, mul_zero, sub_zero, zero_add] at this
    exact this
  refine ⟨?_, hφ t ht, hd t ht⟩
  -- the remainder is driven by the perturbation acting on the deviation
  have := norm_le_of_source
    (β := fun q => (|s| * F * ‖V‖) * (|s| * F * ‖V‖) / 2 * (q * q))
    (β' := fun q => (|s| * F * ‖V‖) * (|s| * F * ‖V‖ * q)) (fun _ => hH) (remainder_driven h)
    (fun q => (((hasDerivAt_id' q).fun_mul (hasDerivAt_id' q)).const_mul _).congr_deriv
      (by ring))
    (fun q hq => (coupling_le (hf q hq) s V _).trans
      (mul_le_mul_of_nonneg_left (hd q hq) (by positivity))) ht
  simp only [h.free_zero, h.linear_zero, smul_zero, sub_self, norm_zero, mul_zero, sub_zero,
    zero_add] at this
  refine this.trans_eq ?_
  linear_combination (F ^ 2 * ‖V‖ ^ 2 * t ^ 2 / 2) * abs_mul_abs_self s
```

Write \(k=|s|F\|V\|\). The norm estimate without a source gives \(\|\varphi\|\le1\). The deviation \(d=\psi-\varphi\) obeys

\[
id'=(H+sfV)d+sfV\varphi,\qquad d(0)=0,
\]

with a source of norm at most \(k\), so \(\|d(t)\|\le kt\). The source for \(w\) then has norm at most \(k\cdot kt\), and \(w(0)=0\), so \(\|w(t)\|\le\int_0^t k^2r\,dr=k^2t^2/2\). Lean supplies each integral as an explicit `β`. The theorem states all three bounds.

```lean
/-- For symmetric `H`, `V`, `A` and `|f| ≤ F` at nonnegative times, the linear-response change
`2 s Re⟨φ, A u⟩` of the expectation value of `A` is correct up to `2 ‖A‖ s² F² ‖V‖² t²` at `t ≥ 0`.
-/
theorem expectation_error (hH : (H : E →ₗ[ℂ] E).IsSymmetric)
    (hV : (V : E →ₗ[ℂ] E).IsSymmetric) (hf : ∀ t, 0 ≤ t → |f t| ≤ F)
    (h : IsResponse H V f s ψ φ u) {A : E →L[ℂ] E} (hA : (A : E →ₗ[ℂ] E).IsSymmetric)
    {t : ℝ} (ht : 0 ≤ t) :
    |(inner ℂ (ψ t) (A (ψ t))).re - (inner ℂ (φ t) (A (φ t))).re
      - 2 * s * (inner ℂ (φ t) (A (u t))).re| ≤ 2 * ‖A‖ * (s ^ 2 * F ^ 2 * ‖V‖ ^ 2 * t ^ 2) := by
  obtain ⟨hw, hφ, hd⟩ := linear_response_error hH hV hf h ht
  have hs : (inner ℂ (ψ t) (A (φ t))).re = (inner ℂ (φ t) (A (ψ t))).re := by
    have h1 : inner ℂ (A (ψ t)) (φ t) = inner ℂ (ψ t) (A (φ t)) := hA (ψ t) (φ t)
    rw [← h1]
    exact inner_re_symm (𝕜 := ℂ) _ _
  -- the error is linear in the remainder plus quadratic in the deviation
  have key : (inner ℂ (ψ t) (A (ψ t))).re - (inner ℂ (φ t) (A (φ t))).re
      - 2 * s * (inner ℂ (φ t) (A (u t))).re
      = 2 * (inner ℂ (φ t) (A (ψ t - φ t - (s : ℂ) • u t))).re
        + (inner ℂ (ψ t - φ t) (A (ψ t - φ t))).re := by
    simp only [map_sub, map_smul, inner_sub_left, inner_sub_right, inner_smul_right,
      Complex.sub_re, Complex.re_ofReal_mul]
    linear_combination hs
  have hb : ∀ a b : E, |(inner ℂ a (A b)).re| ≤ ‖a‖ * (‖A‖ * ‖b‖) := fun a b =>
    (Complex.abs_re_le_norm _).trans ((norm_inner_le_norm _ _).trans
      (mul_le_mul_of_nonneg_left (A.le_opNorm b) (norm_nonneg a)))
  have h1 := (hb (φ t) (ψ t - φ t - (s : ℂ) • u t)).trans
    ((mul_le_of_le_one_left (by positivity) hφ).trans
      (mul_le_mul_of_nonneg_left hw (norm_nonneg A)))
  have hsq : ‖ψ t - φ t‖ ^ 2 ≤ s ^ 2 * F ^ 2 * ‖V‖ ^ 2 * t ^ 2 := by
    refine (pow_le_pow_left₀ (norm_nonneg _) hd 2).trans_eq ?_
    linear_combination (F ^ 2 * ‖V‖ ^ 2 * t ^ 2) * abs_mul_abs_self s
  have h2 := hb (ψ t - φ t) (ψ t - φ t)
  have h3 := mul_le_mul_of_nonneg_left hsq (norm_nonneg A)
  rw [key]
  rw [abs_le] at h1 h2 ⊢
  constructor <;> nlinarith [h1.1, h1.2, h2.1, h2.2, h3]
```

`A` is now an observable, no longer a generator. Its linear-response change is \(2s\,\mathrm{Re}\langle\varphi,Au\rangle\). Substituting \(\psi=\varphi+d\) and \(d=su+w\), the error is

\[
2\,\mathrm{Re}\langle\varphi,Aw\rangle+\mathrm{Re}\langle d,Ad\rangle,
\]

which is the identity `key`. Its modulus is at most \(2\|A\|k^2t^2/2+\|A\|k^2t^2=2\|A\|k^2t^2\).

## A common eigenstate shows that one half is optimal

```lean
/-- The phase factor `exp(-i a t)`. -/
def phase (a t : ℝ) : ℂ := Complex.exp (((-(a * t) : ℝ) : ℂ) * I)
```

This is \(e^{-iat}\).

```lean
/-- A common unit eigenvector `p` of `H` and `V`, with real eigenvalues `e` and `v`, gives an
explicit exact state, free state and first-order response for the static perturbation `s V`. -/
theorem eigenstate_witness {p : E} {e v : ℝ} (hp : ‖p‖ = 1) (hHp : H p = (e : ℂ) • p)
    (hVp : V p = (v : ℂ) • p) (s : ℝ) :
    IsResponse H V (fun _ => 1) s (fun t => phase (e + s * v) t • p)
      (fun t => phase e t • p) (fun t => ((-I * v) * ((t : ℂ) * phase e t)) • p) := by
  have hph : ∀ a t : ℝ, HasDerivAt (phase a) (-I * a * phase a t) t := by
    intro a t
    refine ((((hasDerivAt_id' t).const_mul a).fun_neg.ofReal_comp).mul_const I).cexp.congr_deriv ?_
    simp only [phase, mul_one, Complex.ofReal_neg]
    ring
  refine ⟨fun t => ?_, fun t => ?_, fun t => ?_, ?_, ?_, ?_⟩
  · have hP : ∀ w, perturbed H V (fun _ => 1) s t w
        = H w + ((s : ℂ) * ((1 : ℝ) : ℂ)) • V w := fun _ => rfl
    refine ((hph (e + s * v) t).smul_const p).congr_deriv ?_
    simp only [hP, map_smul, hHp, hVp, Complex.ofReal_one, Complex.ofReal_add,
      Complex.ofReal_mul]
    module
  · refine ((hph e t).smul_const p).congr_deriv ?_
    simp only [map_smul, hHp]
    module
  · refine ((((hasDerivAt_id' t).ofReal_comp.fun_mul (hph e t)).const_mul
      (-I * (v : ℂ))).smul_const p).congr_deriv ?_
    simp only [map_smul, hHp, hVp, Complex.ofReal_one]
    module
  · simp [phase, hp]
  · simp [phase]
  · simp
```

Let \(p\) be a unit vector with \(Hp=ep\) and \(Vp=vp\), and take \(f=1\). Differentiation confirms the solutions

\[
\psi=e^{-i(e+sv)t}p,\qquad \varphi=e^{-iet}p,\qquad u=-ivt\,e^{-iet}p .
\]

For symmetric \(H\) and \(V\) in one dimension, every unit vector is such a \(p\). With \(x=svt\), the error is \(|e^{-ix}-1+ix|\), which is \(x^2/2\) to leading order as \(x\to0\). Here \(\psi\) and \(\varphi\) differ only by a global phase, so no expectation value changes. The example tests the bound on the vector norm, not the bound on expectation values.

```lean
/-- Let `H` and `V` share a unit eigenvector with real eigenvalues `e` and `v`, where `v` is nonzero
and has modulus `‖V‖`. If `C s² ‖V‖² t²` bounds the error of the first-order state for all `s`, all
`t ≥ 0` and all solutions with `f = 1`, then `C` is at least `1/2`. -/
theorem half_optimal {p : E} {e v C : ℝ} (hp : ‖p‖ = 1) (hHp : H p = (e : ℂ) • p)
    (hVp : V p = (v : ℂ) • p) (hv : v ≠ 0) (hvV : |v| = ‖V‖)
    (hC : ∀ (s t : ℝ) (ψ φ u : ℝ → E), 0 ≤ t → IsResponse H V (fun _ => 1) s ψ φ u →
      ‖ψ t - φ t - (s : ℂ) • u t‖ ≤ C * (s ^ 2 * ‖V‖ ^ 2 * t ^ 2)) : 1 / 2 ≤ C := by
  by_contra hlt
  have hg : 0 < 1 / 2 - C := by linarith [not_le.mp hlt]
  -- a small accumulated phase x = s v at time one
  obtain ⟨x, hx0, hx1, hxg⟩ : ∃ x : ℝ, 0 < x ∧ x ≤ 1 ∧ x ≤ 1 / 2 - C :=
    ⟨min 1 (1 / 2 - C), lt_min one_pos hg, min_le_left _ _, min_le_right _ _⟩
  have hsv : x / v * v = x := div_mul_cancel₀ x hv
  have hb := hC (x / v) 1 _ _ _ zero_le_one (eigenstate_witness hp hHp hVp (x / v))
  have hsvC : ((x / v : ℝ) : ℂ) * (v : ℂ) = (x : ℂ) := by
    rw [← Complex.ofReal_mul, hsv]
  have hfac : phase (e + x / v * v) 1 = phase e 1 * Complex.exp (((-x : ℝ) : ℂ) * I) := by
    rw [hsv, phase, phase, ← Complex.exp_add]
    congr 1
    push_cast
    ring
  have hvec : phase (e + x / v * v) 1 • p - phase e 1 • p
      - ((x / v : ℝ) : ℂ) • (((-I * v) * (((1 : ℝ) : ℂ) * phase e 1)) • p)
      = (phase e 1 * (Complex.exp (((-x : ℝ) : ℂ) * I) - 1 + I * x)) • p := by
    rw [hfac, ← hsvC, smul_smul, ← sub_smul, ← sub_smul, Complex.ofReal_one]
    congr 1
    ring
  have hn : ‖phase e 1‖ = 1 := Complex.norm_exp_ofReal_mul_I _
  have hb' : ‖Complex.exp (((-x : ℝ) : ℂ) * I) - 1 + I * x‖ ≤ C * x ^ 2 := by
    have hr : C * ((x / v) ^ 2 * ‖V‖ ^ 2 * 1 ^ 2) = C * x ^ 2 := by
      rw [← hvV, sq_abs, ← mul_pow, hsv]
      ring
    rw [← hr]
    refine le_trans (le_of_eq ?_) hb
    rw [hvec, norm_smul, norm_mul, hn, hp, one_mul, mul_one]
  -- the real part of the remainder is cos x - 1
  have hre : (Complex.exp (((-x : ℝ) : ℂ) * I) - 1 + I * x).re = Real.cos x - 1 := by
    rw [Complex.add_re, Complex.sub_re, Complex.exp_ofReal_mul_I_re, Real.cos_neg]
    simp
  have h1 := (neg_le_abs _).trans
    (Complex.abs_re_le_norm (Complex.exp (((-x : ℝ) : ℂ) * I) - 1 + I * x))
  rw [hre] at h1
  have h2 := (abs_le.mp (Real.cos_bound (x := x) (by rwa [abs_of_pos hx0]))).2
  rw [abs_of_pos hx0] at h2
  have h3 : x ^ 2 ≤ 1 / 2 - C := by nlinarith
  have h4 := mul_le_mul_of_nonneg_left h3 (sq_nonneg x)
  have h5 : 0 < x ^ 2 * (1 / 2 - C) := by positivity
  nlinarith

end

end LinearResponseValidity
```

Assume also \(|v|=\|V\|\ne0\). Any constant \(C\) that bounds the error by \(C s^2\|V\|^2t^2\) for all \(s\), all \(t\ge0\) and all solutions with \(f=1\) satisfies \(C\ge\tfrac12\).

Suppose \(C<\tfrac12\). Take \(t=1\), \(s=x/v\) and \(0<x\le\min(1,\tfrac12-C)\). The real part of the error factor gives

\[
Cx^2\ge1-\cos x\ge\frac{x^2}{2}-\frac{5x^4}{96},
\]

so \(\tfrac12-C\le 5x^2/96\). But \(x^2\le x\le\tfrac12-C\), a contradiction. `Real.cos_bound` supplies the cosine estimate, and `nlinarith` closes the inequalities.

```lean
#print axioms LinearResponseValidity.linear_response_error
#print axioms LinearResponseValidity.expectation_error
#print axioms LinearResponseValidity.half_optimal
```

```
'LinearResponseValidity.linear_response_error' depends on axioms: [propext, Classical.choice, Quot.sound]
'LinearResponseValidity.expectation_error' depends on axioms: [propext, Classical.choice, Quot.sound]
'LinearResponseValidity.half_optimal' depends on axioms: [propext, Classical.choice, Quot.sound]
```
